# Electron and hole rates $x^2+(\pi T)^2$, summed and averaged over the absorption window, give $\tfrac23\left[w^2+(2\pi T)^2\right]$

The optical rate is taken here to be a thermal average of single-particle rates. A photon of frequency $w$ lifts an electron from energy $x$ to $x+w$, leaving a hole behind; the rates $\gamma(x)$ and $\gamma(x+w)$ of the two are added, and the sum is averaged over the transitions that absorb. This average is a definition, not derived from a current response function, and it leaves out vertex corrections. The quadratic form of $\gamma$ is also assumed. It stands for electron-electron collisions near the Fermi surface of a three-dimensional Fermi liquid, where Pauli blocking leaves a phase space that grows as $x^2+(\pi T)^2$. The prefactor of this rate, an inverse energy that depends on the material, is set to one in the title; any other value multiplies the single-particle and the optical rate alike.

Within this model, with a rate that depends on energy and temperature only, the result relates the $\pi T$ of a quasiparticle linewidth to the $2\pi T$ of an optical scattering rate.

```lean
import Mathlib

open MeasureTheory
open scoped Real

namespace OpticalFermiLiquid

noncomputable section
```

## Occupation, thermal tail and optical rate

Energies are real numbers $x$ measured from the chemical potential, with $\hbar=k_B=1$. The occupation at temperature $T$ is $f(x)=1/(e^{x/T}+1)$. The definitions below make sense for $T\ne0$, but all integrals are evaluated for $T>0$, and those that contain the frequency for $w>0$.

```lean
/-- Fermi occupation at energy `x` from the chemical potential and temperature `T ≠ 0`
(with Boltzmann's constant set to one). -/
def fermi (T x : ℝ) : ℝ := 1 / (Real.exp (x / T) + 1)
```

At zero temperature the occupation is a step $\theta(x)$, equal to 1 for $x\le 0$ and 0 for $x>0$. The thermal tail is the remainder, $\tau(x)=f(x)-\theta(x)$.

```lean
/-- The Fermi occupation minus the filled step of zero temperature, for `T ≠ 0`. -/
def thermalTail (T x : ℝ) : ℝ := fermi T x - if x ≤ 0 then 1 else 0
```

The net weight for absorption is $f(x)(1-f(x+w))-f(x+w)(1-f(x))=f(x)-f(x+w)$. The optical rate is therefore
$$\Gamma(w)=\frac1w\int_{-\infty}^{\infty}\bigl(f(x)-f(x+w)\bigr)\bigl(\gamma(x)+\gamma(x+w)\bigr)\,dx .$$
In Lean, `opticalRate T w γ` takes any function `γ` as its rate. Integrating over the whole line with no further weight means a constant density of states, equal strength for all transitions and no band edges. Electron and hole rates are summed, not halved, which fixes the overall factor in the results below.

```lean
/-- Optical rate at frequency `w ≠ 0` and temperature `T ≠ 0`: the single-particle rates `γ` of
the hole at `x` and the electron at `x + w`, summed and averaged over the absorption window. -/
def opticalRate (T w : ℝ) (γ : ℝ → ℝ) : ℝ :=
  (1 / w) * ∫ x, (fermi T x - fermi T (x + w)) * (γ x + γ (x + w))
```

## The first moment of the Fermi function

The sum of $1/(n+1)^2$ over $n\ge0$ is $\pi^2/6$. The terms with odd $n$ have even denominators and contribute a quarter of this, $\pi^2/24$, so the terms with even $n$ contribute $\pi^2/8$. With alternating signs the total is
$$\sum_{n\ge0}\frac{(-1)^n}{(n+1)^2}=\frac{\pi^2}{8}-\frac{\pi^2}{24}=\frac{\pi^2}{12}.$$
The proof makes the same split, with `e` for the even-$n$ part.

```lean
/-- The alternating sum of inverse squares is `π² / 12`. -/
theorem hasSum_alternating :
    HasSum (fun n : ℕ => (-1 : ℝ) ^ n / ((n : ℝ) + 1) ^ 2) (π ^ 2 / 12) := by
  have zb : HasSum (fun n : ℕ => 1 / ((n : ℝ) + 1) ^ 2) (π ^ 2 / 6) := by
    simpa using (hasSum_nat_add_iff' 1).mpr hasSum_zeta_two
  have ho : HasSum (fun k : ℕ => 1 / (((2 * k + 1 : ℕ) : ℝ) + 1) ^ 2) (π ^ 2 / 24) := by
    have e1 : (fun k : ℕ => 1 / (((2 * k + 1 : ℕ) : ℝ) + 1) ^ 2)
        = fun k : ℕ => 1 / ((k : ℝ) + 1) ^ 2 / 4 := by
      funext k
      rw [div_div]
      congr 1
      push_cast
      ring
    rw [e1, show π ^ 2 / 24 = π ^ 2 / 6 / 4 by ring]
    exact zb.div_const 4
  obtain ⟨e, he⟩ : ∃ e, HasSum (fun k : ℕ => 1 / (((2 * k : ℕ) : ℝ) + 1) ^ 2) e :=
    ⟨_, (zb.summable.comp_injective (i := fun k : ℕ => 2 * k)
      (by intro a b h; dsimp at h; omega)).hasSum⟩
  have h : e + π ^ 2 / 24 = π ^ 2 / 6 :=
    (HasSum.even_add_odd (f := fun n : ℕ => 1 / ((n : ℝ) + 1) ^ 2) he ho).unique zb
  have s0 : ∀ k : ℕ, (-1 : ℝ) ^ (2 * k) = 1 := fun k => (even_two_mul k).neg_one_pow
  have s1 : ∀ k : ℕ, (-1 : ℝ) ^ (2 * k + 1) = -1 := fun k => Odd.neg_one_pow ⟨k, rfl⟩
  have r := HasSum.even_add_odd (f := fun n : ℕ => (-1 : ℝ) ^ n / ((n : ℝ) + 1) ^ 2)
    (m := e) (m' := -(π ^ 2 / 24)) (by simp only [s0]; exact he)
    (by simp only [s1, neg_div]; exact ho.neg)
  convert r using 1
  linarith
```

Particle-hole symmetry follows by multiplying numerator and denominator by $e^{x/T}$:
$$f(-x)=\frac{e^{x/T}}{1+e^{x/T}}=1-f(x).$$

```lean
/-- Particle-hole symmetry of the Fermi occupation. -/
theorem fermi_neg (T x : ℝ) : fermi T (-x) = 1 - fermi T x := by
  have h : Real.exp (-x / T) * Real.exp (x / T) = 1 := by
    rw [← Real.exp_add, neg_div, neg_add_cancel, Real.exp_zero]
  have h1 : Real.exp (-x / T) + 1 ≠ 0 := by positivity
  have h2 : Real.exp (x / T) + 1 ≠ 0 := by positivity
  rw [fermi, fermi, eq_sub_iff_add_eq, div_add_div _ _ h1 h2, div_eq_one_iff_eq (mul_ne_zero h1 h2)]
  linear_combination -h
```

For $x>0$ put $q=e^{-x/T}<1$. Then $f(x)=q/(1+q)=\sum_{n\ge0}(-1)^nq^{n+1}$, and since $\int_0^\infty x\,e^{-(n+1)x/T}dx=T^2/(n+1)^2$,
$$\int_0^\infty x f(x)\,dx=T^2\sum_{n\ge0}\frac{(-1)^n}{(n+1)^2}=\frac{(\pi T)^2}{12}.$$
Sum and integral may be exchanged because the integrals of the absolute values, $T^2/(n+1)^2$, have a finite sum. In the proof, `hE` is the elementary integral, `hpt` the expansion and `hn` the integral of the absolute value. Integrability of each term, `hi`, is read off from `hE`: Lean assigns the value 0 to a divergent integral, and this one is positive.

```lean
/-- First moment of the Fermi occupation over positive energies, for `T > 0`: `∫₀^∞ x f(x) dx =
(πT)² / 12`. -/
theorem integral_mul_fermi {T : ℝ} (hT : 0 < T) :
    ∫ x in Set.Ioi (0 : ℝ), x * fermi T x = (π * T) ^ 2 / 12 := by
  have hE (n : ℕ) : ∫ x in Set.Ioi (0 : ℝ), x * Real.exp (-(((n : ℝ) + 1) / T * x))
      = T ^ 2 / ((n : ℝ) + 1) ^ 2 := by
    have h := Real.integral_rpow_mul_exp_neg_mul_Ioi (a := 2) (r := ((n : ℝ) + 1) / T)
      (by norm_num) (by positivity)
    rw [show (2 : ℝ) - 1 = 1 by norm_num, Real.Gamma_two, Real.rpow_two] at h
    simp only [Real.rpow_one] at h
    rw [h, one_div_div, div_pow, mul_one]
  have hi (n : ℕ) : IntegrableOn (fun x => x * Real.exp (-(((n : ℝ) + 1) / T * x)))
      (Set.Ioi 0) := by
    by_contra hc
    have h0 : T ^ 2 / ((n : ℝ) + 1) ^ 2 = 0 := (hE n).symm.trans (integral_undef hc)
    have : 0 < T ^ 2 / ((n : ℝ) + 1) ^ 2 := by positivity
    linarith
  -- expansion in Boltzmann factors
  have hpt (x : ℝ) (hx : 0 < x) : HasSum (fun n : ℕ =>
      (-1 : ℝ) ^ n * (x * Real.exp (-(((n : ℝ) + 1) / T * x)))) (x * fermi T x) := by
    have hq : Real.exp (-(x / T)) < 1 :=       Real.exp_lt_one_iff.mpr (neg_lt_zero.mpr (by positivity))
    have hqE : Real.exp (-(x / T)) * Real.exp (x / T) = 1 := by
      rw [← Real.exp_add, neg_add_cancel, Real.exp_zero]
    have hp (n : ℕ) : Real.exp (-(((n : ℝ) + 1) / T * x)) = Real.exp (-(x / T)) ^ (n + 1) := by
      rw [← Real.exp_nat_mul]
      congr 1
      push_cast
      ring
    have hq0 := Real.exp_pos (-(x / T))
    simp only [hp]
    generalize Real.exp (-(x / T)) = q at *
    have hf : fermi T x = q * (1 - -q)⁻¹ := by
      rw [fermi, ← div_eq_mul_inv, div_eq_div_iff (by positivity) (by linarith)]
      linear_combination -hqE
    have e1 : (fun n : ℕ => (-1 : ℝ) ^ n * (x * q ^ (n + 1)))
        = fun n : ℕ => x * q * (-q) ^ n := by
      funext n
      rw [neg_pow q]
      ring
    rw [e1, hf, ← mul_assoc]
    exact (hasSum_geometric_of_norm_lt_one (ξ := -q)
      (by rwa [norm_neg, Real.norm_of_nonneg hq0.le])).mul_left (x * q)
  have hn (n : ℕ) : ∫ x in Set.Ioi (0 : ℝ),
      ‖(-1 : ℝ) ^ n * (x * Real.exp (-(((n : ℝ) + 1) / T * x)))‖
      = T ^ 2 * |(-1 : ℝ) ^ n / ((n : ℝ) + 1) ^ 2| := by
    have hp : (0 : ℝ) < ((n : ℝ) + 1) ^ 2 := by positivity
    rw [abs_div, abs_pow, abs_neg, abs_one, one_pow, abs_of_pos hp, mul_one_div, ← hE n]
    refine setIntegral_congr_fun measurableSet_Ioi fun x hx => ?_
    have hx' : 0 < x := hx
    simp [abs_of_pos hx']
  have H := hasSum_integral_of_summable_integral_norm (μ := volume.restrict (Set.Ioi (0 : ℝ)))
    (F := fun (n : ℕ) x => (-1 : ℝ) ^ n * (x * Real.exp (-(((n : ℝ) + 1) / T * x))))
    (fun n => (hi n).const_mul _)
    (by simp only [hn]; exact hasSum_alternating.summable.abs.mul_left _)
  have e1 : ∫ x in Set.Ioi (0 : ℝ), ∑' n : ℕ,
      (-1 : ℝ) ^ n * (x * Real.exp (-(((n : ℝ) + 1) / T * x)))
      = ∫ x in Set.Ioi (0 : ℝ), x * fermi T x :=
    setIntegral_congr_fun measurableSet_Ioi fun x hx => (hpt x hx).tsum_eq
  have e2 (n : ℕ) : ∫ x in Set.Ioi (0 : ℝ),
      (-1 : ℝ) ^ n * (x * Real.exp (-(((n : ℝ) + 1) / T * x)))
      = T ^ 2 * ((-1 : ℝ) ^ n / ((n : ℝ) + 1) ^ 2) := by
    rw [integral_const_mul, hE]
    ring
  rw [e1] at H
  simp only [e2] at H
  rw [H.unique (hasSum_alternating.mul_left _)]
  ring
```

## Decay and first moment of the tail

By particle-hole symmetry $|\tau(x)|=f(|x|)\le e^{-u}$ with $u=|x|/T$. Since $e^u\ge1$ and $e^u\ge u^4/24$,
$$(1+x^2)^2\le 2+2x^4=2+2T^4u^4\le(2+48T^4)\,e^u ,$$
so $|\tau(x)|\le(2+48T^4)/(1+x^2)^2$, which is `hb`. A quadratic $px^2+qx+r$, where $q$ is now a coefficient, is at most $(|p|+|q|+|r|)(1+x^2)$ in size, which is `hq`. The product is bounded by a constant times $1/(1+x^2)$, which is integrable.

```lean
/-- The thermal tail is integrable against every quadratic polynomial in the energy. -/
theorem integrable_thermalTail_mul {T : ℝ} (hT : 0 < T) (p q r : ℝ) :
    Integrable fun x => thermalTail T x * (p * x ^ 2 + q * x + r) := by
  have hc : Continuous (fermi T) := by
    unfold fermi
    exact Continuous.div continuous_const (by fun_prop) fun x => by positivity
  have hm : Measurable (thermalTail T) :=
    hc.measurable.sub (Measurable.ite measurableSet_Iic measurable_const measurable_const)
  have hpos (x : ℝ) : 0 < fermi T x := by unfold fermi; positivity
  have habs (x : ℝ) : |thermalTail T x| = fermi T |x| := by
    rcases le_or_gt x 0 with h | h
    · have h1 := hpos (-x)
      rw [fermi_neg] at h1
      rw [thermalTail, if_pos h, abs_of_nonpos h, fermi_neg, abs_sub_comm, abs_of_pos h1]
    · rw [thermalTail, if_neg h.not_ge, sub_zero, abs_of_pos h, abs_of_pos (hpos x)]
  -- exponential decay beats the fourth power
  have hb (x : ℝ) : fermi T |x| ≤ (2 + 48 * T ^ 4) / (1 + x ^ 2) ^ 2 := by
    have hu : 0 ≤ |x| / T := by positivity
    have hx : x ^ 2 = T ^ 2 * (|x| / T) ^ 2 := by
      rw [div_pow, sq_abs, mul_div_cancel₀ _ (by positivity)]
    have h1 := Real.one_le_exp hu
    have h4 := Real.pow_div_factorial_le_exp (|x| / T) hu 4
    rw [show ((Nat.factorial 4 : ℕ) : ℝ) = 24 by norm_num [Nat.factorial],
      div_le_iff₀ (by norm_num)] at h4
    rw [fermi, div_le_div_iff₀ (by positivity) (by positivity), hx]
    have hT4 : 0 ≤ T ^ 4 := by positivity
    have h5 := mul_le_mul_of_nonneg_left h4 hT4
    nlinarith [sq_nonneg (T ^ 2 * (|x| / T) ^ 2 - 1)]
  have hq (x : ℝ) : |p * x ^ 2 + q * x + r| ≤ (|p| + |q| + |r|) * (1 + x ^ 2) := by
    have h1 := abs_add_le (p * x ^ 2 + q * x) r
    have h2 := abs_add_le (p * x ^ 2) (q * x)
    rw [abs_mul, abs_mul, abs_of_nonneg (sq_nonneg x)] at h2
    have h3 : |x| ≤ 1 + x ^ 2 := by nlinarith [sq_nonneg (|x| - 1), sq_abs x, abs_nonneg x]
    have h4 := mul_le_mul_of_nonneg_left h3 (abs_nonneg q)
    have h5 := mul_nonneg (abs_nonneg r) (sq_nonneg x)
    linarith [abs_nonneg p]
  refine Integrable.mono'
    (integrable_inv_one_add_sq.const_mul ((2 + 48 * T ^ 4) * (|p| + |q| + |r|)))
    (hm.mul (by fun_prop)).aestronglyMeasurable (ae_of_all _ fun x => ?_)
  rw [Real.norm_eq_abs, abs_mul, habs]
  refine (mul_le_mul (hb x) (hq x) (abs_nonneg _) (by positivity)).trans_eq ?_
  field_simp
```

For $x\le0$, $x\,\tau(x)=-x\,(1-f(x))=|x|f(|x|)$, and for $x>0$ the same holds directly. The integrand is even, so its integral is twice the half-line value:
$$\int_{-\infty}^{\infty}x\,\tau(x)\,dx=\frac{(\pi T)^2}{6}.$$

```lean
/-- The first energy moment of the thermal tail is `(πT)² / 6`. -/
theorem integral_mul_thermalTail {T : ℝ} (hT : 0 < T) :
    ∫ x, x * thermalTail T x = (π * T) ^ 2 / 6 := by
  have e (x : ℝ) : x * thermalTail T x = |x| * fermi T |x| := by
    rcases le_or_gt x 0 with h | h
    · rw [thermalTail, if_pos h, abs_of_nonpos h, fermi_neg]
      ring
    · rw [thermalTail, if_neg h.not_ge, abs_of_pos h, sub_zero]
  simp only [e]
  refine (integral_comp_abs (f := fun y => y * fermi T y)).trans ?_
  show 2 * ∫ x in Set.Ioi (0 : ℝ), x * fermi T x = _
  rw [integral_mul_fermi hT]
  ring
```

## The absorption integral

Take $\gamma(x)=ax^2+c$ with real $a$ and $c$. The summed rate can be written around either energy, with $y=x+w$:
$$\gamma(x)+\gamma(x+w)=2ax^2+2awx+aw^2+2c=2ay^2-2awy+aw^2+2c .$$
Now insert $f=\theta+\tau$. The steps differ only on $(-w,0]$, where they give
$$\int_{-w}^0(2ax^2+2awx+aw^2+2c)\,dx=\tfrac23aw^3+2cw .$$
In the term with $\tau(x+w)$, shift $y$ back to $x$. Everything but the linear terms cancels between the two tails, leaving
$$4aw\int x\,\tau(x)\,dx=\tfrac23aw(\pi T)^2 .$$
The total is $w\left[\tfrac{2a}{3}\left(w^2+(\pi T)^2\right)+2c\right]$.

The theorem states both convergence and value, for $T,w>0$. Its step `key` checks the decomposition in the three regions separated by $-w$ and $0$, `split` performs the shift, `hd` evaluates the tails and `hs` the steps.

```lean
/-- For a single-particle rate `a x² + c` the absorption integral converges, and this is
its value. -/
theorem absorption_integral {T w : ℝ} (hT : 0 < T) (hw : 0 < w) (a c : ℝ) :
    Integrable (fun x => (fermi T x - fermi T (x + w)) *
      ((a * x ^ 2 + c) + (a * (x + w) ^ 2 + c))) ∧
    ∫ x, (fermi T x - fermi T (x + w)) * ((a * x ^ 2 + c) + (a * (x + w) ^ 2 + c))
      = w * (2 * a / 3 * (w ^ 2 + (π * T) ^ 2) + 2 * c) := by
  have split (F G K : ℝ → ℝ) (hF : Integrable F) (hG : Integrable G) (hK : Integrable K) :
      Integrable (fun x => F x - G (x + w) + K x) ∧
      ∫ x, (F x - G (x + w) + K x) = (∫ x, F x) - (∫ x, G x) + ∫ x, K x := by
    have hFG : Integrable fun x => F x - G (x + w) := hF.sub (hG.comp_add_right w)
    refine ⟨hFG.add hK, ?_⟩
    rw [integral_add hFG hK, integral_sub hF (hG.comp_add_right w),
      integral_add_right_eq_self G w]
  have h1 := integrable_thermalTail_mul hT (2 * a) (2 * a * w) (a * w ^ 2 + 2 * c)
  have h2 := integrable_thermalTail_mul hT (2 * a) (-(2 * a * w)) (a * w ^ 2 + 2 * c)
  have h3 : Integrable ((Set.Ioc (-w) 0).indicator
      fun x => 2 * a * x ^ 2 + 2 * a * w * x + (a * w ^ 2 + 2 * c)) :=
    (Continuous.integrableOn_Ioc (by fun_prop)).integrable_indicator measurableSet_Ioc
  -- occupation = step + tail; the two steps differ only on (-w, 0]
  have key : (fun x => (fermi T x - fermi T (x + w)) *
      ((a * x ^ 2 + c) + (a * (x + w) ^ 2 + c))) = fun x =>
      thermalTail T x * (2 * a * x ^ 2 + 2 * a * w * x + (a * w ^ 2 + 2 * c))
      - thermalTail T (x + w) *
        (2 * a * (x + w) ^ 2 + -(2 * a * w) * (x + w) + (a * w ^ 2 + 2 * c))
      + (Set.Ioc (-w) 0).indicator
        (fun x => 2 * a * x ^ 2 + 2 * a * w * x + (a * w ^ 2 + 2 * c)) x := by
    funext x
    rcases le_or_gt x (-w) with h | h
    · rw [Set.indicator_of_notMem (fun hm => absurd hm.1 h.not_gt), thermalTail, thermalTail,
        if_pos (by linarith), if_pos (by linarith)]
      ring
    · rcases le_or_gt x 0 with h0 | h0
      · rw [Set.indicator_of_mem (Set.mem_Ioc.mpr ⟨h, h0⟩), thermalTail, thermalTail,
          if_pos h0, if_neg (by linarith)]
        ring
      · rw [Set.indicator_of_notMem (fun hm => absurd hm.2 h0.not_ge), thermalTail, thermalTail,
          if_neg h0.not_ge, if_neg (by linarith)]
        ring
  have hd : (∫ x, thermalTail T x * (2 * a * x ^ 2 + 2 * a * w * x + (a * w ^ 2 + 2 * c)))
      - (∫ x, thermalTail T x * (2 * a * x ^ 2 + -(2 * a * w) * x + (a * w ^ 2 + 2 * c)))
      = 4 * a * w * ((π * T) ^ 2 / 6) := by
    rw [← integral_sub h1 h2, ← integral_mul_thermalTail hT, ← integral_const_mul]
    congr 1
    funext x
    ring
  have hs : ∫ x, (Set.Ioc (-w) 0).indicator
      (fun x => 2 * a * x ^ 2 + 2 * a * w * x + (a * w ^ 2 + 2 * c)) x
      = 2 * a * w ^ 3 / 3 + 2 * c * w := by
    rw [integral_indicator measurableSet_Ioc,
      ← intervalIntegral.integral_of_le (by linarith : -w ≤ 0),
      intervalIntegral.integral_eq_sub_of_hasDerivAt
        (f := fun x => 2 * a / 3 * x ^ 3 + a * w * x ^ 2 + (a * w ^ 2 + 2 * c) * x)
        (fun x _ => ?_) (Continuous.intervalIntegrable (by fun_prop) _ _)]
    · ring
    · refine ((((hasDerivAt_pow 3 x).const_mul (2 * a / 3)).fun_add
        ((hasDerivAt_pow 2 x).const_mul (a * w))).fun_add
        ((hasDerivAt_id' x).const_mul (a * w ^ 2 + 2 * c))).congr_deriv ?_
      norm_num
      ring
  obtain ⟨hi, hv⟩ := split _ _ _ h1 h2 h3
  rw [key]
  refine ⟨hi, hv.trans ?_⟩
  rw [hd, hs]
  ring
```

With $a=0$ and $c=\tfrac12$ the summed rate is 1, and the integral gives the weight of the window, $w$. The factor $1/w$ in $\Gamma$ therefore normalises the average.

```lean
/-- The absorption window `f(x) - f(x + w)` has total weight `w`, for all `T > 0` and `w > 0`. -/
theorem integral_window {T w : ℝ} (hT : 0 < T) (hw : 0 < w) :
    ∫ x, (fermi T x - fermi T (x + w)) = w := by
  have h := (absorption_integral hT hw 0 (1 / 2)).2
  refine (integral_congr_ae (ae_of_all _ fun x => ?_)).trans (h.trans (by ring))
  ring
```

## From $\pi T$ to $2\pi T$

Division by $w$ gives the optical rate for $\gamma(x)=ax^2+c$ with any real $a$ and $c$:
$$\Gamma(w)=\tfrac{2a}{3}\left(w^2+(\pi T)^2\right)+2c .$$

```lean
/-- Optical rate belonging to the single-particle rate `a x² + c`, for any real `a` and `c`. -/
theorem opticalRate_quadratic {T w : ℝ} (hT : 0 < T) (hw : 0 < w) (a c : ℝ) :
    opticalRate T w (fun x => a * x ^ 2 + c)
      = 2 * a / 3 * (w ^ 2 + (π * T) ^ 2) + 2 * c := by
  rw [opticalRate, (absorption_integral hT hw a c).2, ← mul_assoc,
    one_div_mul_cancel hw.ne', one_mul]
```

For $a=1$ and $c=(\pi T)^2$ the thermal terms add up to $\left(\tfrac23+2\right)(\pi T)^2=\tfrac23(2\pi T)^2$. A quarter of this comes from the thermal spread of the window, the rest from the thermal part of $\gamma$ itself.

```lean
/-- For the single-particle rate `x² + (πT)²`, the optical rate (hole and electron rates summed,
then averaged over the absorption window) is `(2/3) (w² + (2πT)²)`. -/
theorem opticalRate_fermiLiquid {T w : ℝ} (hT : 0 < T) (hw : 0 < w) :
    opticalRate T w (fun x => x ^ 2 + (π * T) ^ 2)
      = 2 / 3 * (w ^ 2 + (2 * π * T) ^ 2) := by
  have h := opticalRate_quadratic hT hw 1 ((π * T) ^ 2)
  simp only [one_mul] at h
  rw [h]
  ring
```

Conversely, if $\gamma(x)=x^2+c$ yields this optical rate, then $\tfrac23(\pi T)^2+2c=\tfrac83(\pi T)^2$, hence $c=(\pi T)^2$. Agreement at a single pair $T,w>0$ is enough to fix $c$ at that temperature, given that the coefficient of $x^2$ is one.

```lean
/-- Among single-particle rates `x² + c`, the optical rate is `(2/3) (w² + (2πT)²)` exactly
when `c = (πT)²`. -/
theorem opticalRate_eq_iff {T w : ℝ} (hT : 0 < T) (hw : 0 < w) (c : ℝ) :
    opticalRate T w (fun x => x ^ 2 + c) = 2 / 3 * (w ^ 2 + (2 * π * T) ^ 2)
      ↔ c = (π * T) ^ 2 := by
  have h := opticalRate_quadratic hT hw 1 c
  simp only [one_mul] at h
  rw [h]
  constructor <;> intro hc
  · linear_combination hc / 2
  · linear_combination 2 * hc

end

end OpticalFermiLiquid
```

```lean
#print axioms OpticalFermiLiquid.integral_window
-- 'OpticalFermiLiquid.integral_window' depends on axioms: [propext, Classical.choice, Quot.sound]
#print axioms OpticalFermiLiquid.opticalRate_fermiLiquid
-- 'OpticalFermiLiquid.opticalRate_fermiLiquid' depends on axioms: [propext, Classical.choice, Quot.sound]
#print axioms OpticalFermiLiquid.opticalRate_eq_iff
-- 'OpticalFermiLiquid.opticalRate_eq_iff' depends on axioms: [propext, Classical.choice, Quot.sound]
```
